# The parity selection rule for nonzero O(3)-equivariant products: the output parity is the product of the input parities

Three real vector spaces carry linear actions of O(3), the group of rotations and reflections, and a bilinear product `C` takes a vector from each of the first two spaces to a vector in the third. The product is equivariant: transforming both inputs by a group element transforms the output by the same element. Spatial inversion is assumed to act on each space as multiplication by a real number, its parity, and `parity_selection_rule` states that if `C` is not identically zero, then `p₃ = p₁ * p₂`. The proof supposes the contrary and evaluates equivariance at inversion, aiming to show that (p₃ − p₁p₂) C(u, v) = 0 for all u and v. Since the factor p₃ − p₁p₂ would be nonzero, `C` would then vanish everywhere, which contradicts the hypothesis.

Lean 4 with Mathlib refuses this proof:

```lean
import Mathlib

open Matrix

namespace EquivariantMessagePassing

noncomputable section

/-- The group O(3) of rotations and reflections, as real unitary 3 × 3 matrices. -/
abbrev O3 : Type := Matrix.unitaryGroup (Fin 3) ℝ

/-- Spatial inversion, the matrix `-I`. -/
def inversion : O3 := ⟨-1, by rw [Matrix.mem_unitaryGroup_iff]; simp⟩

variable {ι V₁ V₂ V₃ : Type*} [AddCommGroup V₁] [Module ℝ V₁]
  [AddCommGroup V₂] [Module ℝ V₂] [AddCommGroup V₃] [Module ℝ V₃]

/-- The bilinear product `C` couples `D₁` and `D₂` to `D₃`. -/
def IsEquivariantProduct (D₁ : O3 →* Module.End ℝ V₁) (D₂ : O3 →* Module.End ℝ V₂)
    (D₃ : O3 →* Module.End ℝ V₃) (C : V₁ →ₗ[ℝ] V₂ →ₗ[ℝ] V₃) : Prop :=
  ∀ (g : O3) (u : V₁) (v : V₂), C (D₁ g u) (D₂ g v) = D₃ g (C u v)

/-- Parity selection rule: a nonzero equivariant product of features with parities `p₁` and
`p₂` has output parity `p₁ p₂`. -/
theorem parity_selection_rule {D₁ : O3 →* Module.End ℝ V₁} {D₂ : O3 →* Module.End ℝ V₂}
    {D₃ : O3 →* Module.End ℝ V₃} {C : V₁ →ₗ[ℝ] V₂ →ₗ[ℝ] V₃}
    (hC : IsEquivariantProduct D₁ D₂ D₃ C) (hC0 : C ≠ 0) {p₁ p₂ p₃ : ℝ}
    (h₁ : ∀ u, D₁ inversion u = p₁ • u) (h₂ : ∀ v, D₂ inversion v = p₂ • v)
    (h₃ : ∀ w, D₃ inversion w = p₃ • w) : p₃ = p₁ * p₂ := by
  by_contra hne
  refine hC0 (LinearMap.ext₂ fun u v => ?_)
  -- evaluate the coupling relation at inversion
  have e := hC inversion u v
  rw [h₁, h₂, h₃, map_smul, LinearMap.smul_apply, map_smul, smul_smul] at e
  have e' : (p₃ - p₁ * p₂) • C u v = 0 := by rw [sub_smul, e, sub_self]
  exact (smul_eq_zero.1 e').resolve_left (sub_ne_zero.2 hne)

end

end EquivariantMessagePassing
```

Lean reports:

```
Main.lean:34:28: error: Tactic `rewrite` failed: Did not find an occurrence of the pattern
  (?a • ?f) ?x
in the target expression
  p₂ • (C (p₁ • u)) v = p₃ • (C u) v

V₁ : Type u_2
V₂ : Type u_3
V₃ : Type u_4
inst✝⁵ : AddCommGroup V₁
inst✝⁴ : Module ℝ V₁
inst✝³ : AddCommGroup V₂
inst✝² : Module ℝ V₂
inst✝¹ : AddCommGroup V₃
inst✝ : Module ℝ V₃
D₁ : O3 →* Module.End ℝ V₁
D₂ : O3 →* Module.End ℝ V₂
D₃ : O3 →* Module.End ℝ V₃
C : V₁ →ₗ[ℝ] V₂ →ₗ[ℝ] V₃
hC : IsEquivariantProduct D₁ D₂ D₃ C
hC0 : C ≠ 0
p₁ p₂ p₃ : ℝ
h₁ : ∀ (u : V₁), (D₁ inversion) u = p₁ • u
h₂ : ∀ (v : V₂), (D₂ inversion) v = p₂ • v
h₃ : ∀ (w : V₃), (D₃ inversion) w = p₃ • w
hne : ¬p₃ = p₁ * p₂
u : V₁
v : V₂
e : p₂ • (C (p₁ • u)) v = p₃ • (C u) v
⊢ (C u) v = (0 u) v
```

Cause. The error is one of order in the rewriting of `e`. After `h₁`, `h₂` and `h₃`, the left side is `C (p₁ • u) (p₂ • v)`. The first `map_smul` takes the scalar out of the second argument, giving `p₂ • (C (p₁ • u)) v`, as the message shows. `LinearMap.smul_apply` then looks for a scalar multiple of a linear map applied to a vector, and finds none, because `p₁` is still inside the argument of `C`.

The repair runs the second `map_smul` first. This turns `C (p₁ • u)` into `p₁ • C u`, which is the form `LinearMap.smul_apply` needs.

The scalars now come out with `p₂` outermost, so `smul_smul` combines them as `p₂ * p₁`. The next line uses `e` to rewrite a term containing `p₁ * p₂`, and `rw` does not treat the two products as the same pattern. The added `mul_comm p₂ p₁` puts the factors in the required order, so it is a needed part of the repair.

As a diff, the version that Lean accepts:

```diff
@@ -32,5 +32,5 @@
   -- evaluate the coupling relation at inversion
   have e := hC inversion u v
-  rw [h₁, h₂, h₃, map_smul, LinearMap.smul_apply, map_smul, smul_smul] at e
+  rw [h₁, h₂, h₃, map_smul, map_smul, LinearMap.smul_apply, smul_smul, mul_comm p₂ p₁] at e
   have e' : (p₃ - p₁ * p₂) • C u v = 0 := by rw [sub_smul, e, sub_self]
   exact (smul_eq_zero.1 e').resolve_left (sub_ne_zero.2 hne)
```
